# Third and fourth derivatives of $\log(u/r^{l+1})$ for a positive radial solution

## Joining two wavefunctions at a core radius

In a norm-conserving pseudopotential of Kerker or Troullier–Martins type, the radial function inside a core radius $c$ is written $u=r^{l+1}e^{p(r)}$ with $p$ a polynomial. Outside $c$ it is the all-electron function. The potential that belongs to the inner form follows by inverting the radial equation. How smoothly does it join the all-electron potential at $c$? The answer lies in the derivatives of $p$.

## The equations and their derivation

In Hartree atomic units, let $u>0$ solve

$$-\tfrac12u''+\Big(\frac{l(l+1)}{2r^2}+V\Big)u=Eu$$

on an open set of positive radii, where $l$ is the angular momentum, $E$ the energy and $V$ a local potential. Put $m=l+1$ and $p=\log(u/r^m)=\log u-m\log r$. Then

$$p'=\frac{u'}u-\frac mr,\qquad p''=\frac{u''}u-\Big(\frac{u'}u\Big)^2+\frac m{r^2}.$$

The radial equation gives $u''/u=l(l+1)/r^2+2(V-E)$, and $(u'/u)^2=p'^2+2mp'/r+m^2/r^2$. The $1/r^2$ terms cancel because $l(l+1)+m-m^2=0$, which leaves the Riccati form

$$p''=2(V-E)-\frac{2m}rp'-p'^2.$$

Where $V$ is differentiable, so is the right-hand side, and

$$p'''=2V'+\frac{2m}{r^2}p'-\frac{2m}rp''-2p'p''.$$

If $V$ is differentiable on the set and $V'$ is differentiable at $r$, a further differentiation gives

$$p''''=2V''-\frac{4m}{r^3}p'+\frac{4m}{r^2}p''-\frac{2m}rp'''-2p''^2-2p'p'''.$$

## What matching the derivatives achieves

Take two solutions with the same $l$ and $E$, potentials $V_1,V_2$ and exponents $p_1,p_2$. Let both potentials be differentiable around $c$, with derivatives that are differentiable at $c$, and suppose $p_1'(c)=p_2'(c)$. Subtracting the Riccati forms at $c$ gives $p_1''-p_2''=2(V_1-V_2)$. Once these vanish, the next order gives $p_1'''-p_2'''=2(V_1'-V_2')$, and then $p_1''''-p_2''''=2(V_1''-V_2'')$. So orders two to four of $p$ agree at $c$ exactly when the potentials agree there in value, slope and second derivative.

For one nonrelativistic channel with a local potential, and once the slopes $p'$ match, this translates the Troullier–Martins conditions on the second to fourth derivatives of $p$ into agreement of the screened pseudopotential with the all-electron potential at $c$ in value, slope and second derivative. The value of $p$ at $c$, the norm and the curvature of the screened pseudopotential at the origin, which that construction also fixes, do not enter.

## How Lean expresses the physics

`IsRadialSolution l E V u S` collects the open set `S` of positive radii, the positivity and twofold differentiability of `u`, and the radial equation. Positivity is needed only on `S`, so an all-electron function may have nodes further in. `logFactor l u` is $p$.

`HasDerivAt f a r` says that `f` is differentiable at `r` with derivative `a`; the higher derivatives of $p$ are thus shown to exist. In `matching_iff` both functions solve their equations on a neighbourhood of `c`, so the inner form is to be continued slightly past `c`, together with its own potential.

Another model would start from a given $p$ and define $V=E+mp'/r+(p''+p'^2)/2$. The Riccati form would then hold by definition and $u=r^me^p$ would be positive automatically. Here the radial equation is instead a hypothesis on a given $V$ and $u$, and the Riccati form is proved from it.

```lean
import Mathlib

open Set

namespace TroullierMartinsDerivatives

noncomputable section

/-- A positive, twice differentiable function `u` solves the radial equation with angular
momentum `l`, energy `E` and potential `V` on an open set `S` of positive radii. -/
structure IsRadialSolution (l : ℕ) (E : ℝ) (V u : ℝ → ℝ) (S : Set ℝ) : Prop where
  isOpen : IsOpen S
  radius_pos : ∀ r ∈ S, 0 < r
  u_pos : ∀ r ∈ S, 0 < u r
  diff : ∀ r ∈ S, DifferentiableAt ℝ u r
  diff_deriv : ∀ r ∈ S, DifferentiableAt ℝ (deriv u) r
  equation : ∀ r ∈ S,
    -(deriv (deriv u) r) / 2 + ((l : ℝ) * (l + 1) / (2 * r ^ 2) + V r) * u r = E * u r

/-- The exponent `p = log (u / r^(l+1))` of a radial function, for `r > 0` and `u > 0`. -/
def logFactor (l : ℕ) (u : ℝ → ℝ) (r : ℝ) : ℝ := Real.log (u r / r ^ (l + 1))

variable {l : ℕ} {E : ℝ} {V u : ℝ → ℝ} {S : Set ℝ} {r : ℝ}

/-- The slope of `p` is the logarithmic derivative of `u` minus `(l+1)/r`. -/
theorem hasDerivAt_logFactor (h : IsRadialSolution l E V u S) (hr : r ∈ S) :
    HasDerivAt (logFactor l u) (deriv u r / u r - ((l : ℝ) + 1) / r) r := by
  have hu := (h.diff r hr).hasDerivAt.log (h.u_pos r hr).ne'
  have hl := (Real.hasDerivAt_log (h.radius_pos r hr).ne').const_mul ((l : ℝ) + 1)
  refine ((hu.fun_sub hl).congr_of_eventuallyEq ?_).congr_deriv (by ring)
  -- near `r` the logarithm of the quotient splits
  filter_upwards [h.isOpen.mem_nhds hr] with x hx
  unfold logFactor
  rw [Real.log_div (h.u_pos x hx).ne' (pow_pos (h.radius_pos x hx) _).ne', Real.log_pow,
    Nat.cast_add, Nat.cast_one]

/-- The radial equation in Riccati form:
`p'' = 2 (V - E) - 2 (l+1) p' / r - p'^2`. -/
theorem second_derivative (h : IsRadialSolution l E V u S) (hr : r ∈ S) :
    HasDerivAt (deriv (logFactor l u))
      (2 * (V r - E) - 2 * ((l : ℝ) + 1) * deriv (logFactor l u) r / r
        - deriv (logFactor l u) r ^ 2) r := by
  have hr0 := (h.radius_pos r hr).ne'
  have hu0 := (h.u_pos r hr).ne'
  have h1 := ((h.diff_deriv r hr).hasDerivAt.fun_div (h.diff r hr).hasDerivAt hu0).fun_sub
    ((hasDerivAt_const r ((l : ℝ) + 1)).fun_div (hasDerivAt_id' r) hr0)
  -- the radial equation solved for `u''`
  have hE : deriv (deriv u) r = ((l : ℝ) * (l + 1) / r ^ 2 + 2 * (V r - E)) * u r := by
    linear_combination (-2) * h.equation r hr
  refine (h1.congr_of_eventuallyEq ?_).congr_deriv ?_
  · filter_upwards [h.isOpen.mem_nhds hr] with x hx
    exact (hasDerivAt_logFactor h hx).deriv
  · rw [(hasDerivAt_logFactor h hr).deriv, hE]
    field_simp
    ring

/-- Where `V` is differentiable, the third derivative of `p` exists and equals
`2V' + 2(l+1)p'/r^2 - 2(l+1)p''/r - 2p'p''`. -/
theorem third_derivative (h : IsRadialSolution l E V u S) (hr : r ∈ S)
    (hV : DifferentiableAt ℝ V r) :
    HasDerivAt (deriv (deriv (logFactor l u)))
      (2 * deriv V r + 2 * ((l : ℝ) + 1) * deriv (logFactor l u) r / r ^ 2
        - 2 * ((l : ℝ) + 1) * deriv (deriv (logFactor l u)) r / r
        - 2 * deriv (logFactor l u) r * deriv (deriv (logFactor l u)) r) r := by
  have hr0 := (h.radius_pos r hr).ne'
  have hp := (second_derivative h hr).differentiableAt.hasDerivAt
  have h1 := (((hV.hasDerivAt.sub_const E).const_mul (2 : ℝ)).fun_sub
    ((hp.const_mul (2 * ((l : ℝ) + 1))).fun_div (hasDerivAt_id' r) hr0)).fun_sub
    (hp.fun_mul hp)
  refine (h1.congr_of_eventuallyEq ?_).congr_deriv ?_
  · -- the Riccati form holds in a whole neighbourhood
    filter_upwards [h.isOpen.mem_nhds hr] with x hx
    rw [(second_derivative h hx).deriv, pow_two]
  · field_simp
    ring

/-- If `V` is differentiable on `S` and `V'` is differentiable at `r`, the fourth derivative of `p`
at `r` exists and equals `2V'' - 4(l+1)p'/r^3 + 4(l+1)p''/r^2 - 2(l+1)p'''/r - 2p''^2 - 2p'p'''`. -/
theorem fourth_derivative (h : IsRadialSolution l E V u S) (hr : r ∈ S)
    (hV : ∀ x ∈ S, DifferentiableAt ℝ V x) (hV' : DifferentiableAt ℝ (deriv V) r) :
    HasDerivAt (deriv (deriv (deriv (logFactor l u))))
      (2 * deriv (deriv V) r - 4 * ((l : ℝ) + 1) * deriv (logFactor l u) r / r ^ 3
        + 4 * ((l : ℝ) + 1) * deriv (deriv (logFactor l u)) r / r ^ 2
        - 2 * ((l : ℝ) + 1) * deriv (deriv (deriv (logFactor l u))) r / r
        - 2 * deriv (deriv (logFactor l u)) r ^ 2
        - 2 * deriv (logFactor l u) r * deriv (deriv (deriv (logFactor l u))) r) r := by
  have hr0 := (h.radius_pos r hr).ne'
  have hp := (second_derivative h hr).differentiableAt.hasDerivAt
  have hq := (third_derivative h hr (hV r hr)).differentiableAt.hasDerivAt
  have hsq : HasDerivAt (fun x : ℝ => x ^ 2) (2 * r) r := by
    simpa using hasDerivAt_pow 2 r
  have h1 := (((hV'.hasDerivAt.const_mul (2 : ℝ)).fun_add
    ((hp.const_mul (2 * ((l : ℝ) + 1))).fun_div hsq (pow_ne_zero 2 hr0))).fun_sub
    ((hq.const_mul (2 * ((l : ℝ) + 1))).fun_div (hasDerivAt_id' r) hr0)).fun_sub
    ((hp.const_mul (2 : ℝ)).fun_mul hq)
  refine (h1.congr_of_eventuallyEq ?_).congr_deriv ?_
  · filter_upwards [h.isOpen.mem_nhds hr] with x hx
    exact (third_derivative h hx (hV x hx)).deriv
  · field_simp
    ring

/-- Take two solutions on `S` at the same energy and angular momentum whose `p'` agree at `c`. If
both potentials are differentiable on `S` and their derivatives are differentiable at `c`, the
derivatives of `p` of orders two to four agree at `c` exactly when the two potentials agree there in
value, slope and second derivative. -/
theorem matching_iff {V₁ V₂ u₁ u₂ : ℝ → ℝ} {c : ℝ}
    (h₁ : IsRadialSolution l E V₁ u₁ S) (h₂ : IsRadialSolution l E V₂ u₂ S) (hc : c ∈ S)
    (hV₁ : ∀ x ∈ S, DifferentiableAt ℝ V₁ x) (hV₁' : DifferentiableAt ℝ (deriv V₁) c)
    (hV₂ : ∀ x ∈ S, DifferentiableAt ℝ V₂ x) (hV₂' : DifferentiableAt ℝ (deriv V₂) c)
    (hp : deriv (logFactor l u₁) c = deriv (logFactor l u₂) c) :
    (deriv (deriv (logFactor l u₁)) c = deriv (deriv (logFactor l u₂)) c ∧
      deriv (deriv (deriv (logFactor l u₁))) c = deriv (deriv (deriv (logFactor l u₂))) c ∧
      deriv (deriv (deriv (deriv (logFactor l u₁)))) c
        = deriv (deriv (deriv (deriv (logFactor l u₂)))) c) ↔
    (V₁ c = V₂ c ∧ deriv V₁ c = deriv V₂ c ∧ deriv (deriv V₁) c = deriv (deriv V₂) c) := by
  have a₁ := (second_derivative h₁ hc).deriv
  have a₂ := (second_derivative h₂ hc).deriv
  have b₁ := (third_derivative h₁ hc (hV₁ c hc)).deriv
  have b₂ := (third_derivative h₂ hc (hV₂ c hc)).deriv
  have d₁ := (fourth_derivative h₁ hc hV₁ hV₁').deriv
  have d₂ := (fourth_derivative h₂ hc hV₂ hV₂').deriv
  rw [hp] at a₁ b₁ d₁
  constructor
  · rintro ⟨e2, e3, e4⟩
    rw [e2] at a₁ b₁ d₁
    rw [e3] at b₁ d₁
    rw [e4] at d₁
    exact ⟨by linarith, by linarith, by linarith⟩
  · -- the orders are matched one after the other
    rintro ⟨v0, v1, v2⟩
    have e2 : deriv (deriv (logFactor l u₁)) c = deriv (deriv (logFactor l u₂)) c := by
      linarith
    rw [e2] at b₁ d₁
    have e3 : deriv (deriv (deriv (logFactor l u₁))) c
        = deriv (deriv (deriv (logFactor l u₂))) c := by linarith
    rw [e3] at d₁
    exact ⟨e2, e3, by linarith⟩

/-- The function `r^(l+1) exp(-r^2/2)` is a positive radial solution on `r > 0` for the
harmonic potential `r^2/2` at energy `l + 3/2`. -/
theorem isRadialSolution_witness (l : ℕ) :
    IsRadialSolution l ((l : ℝ) + 3 / 2) (fun r => r ^ 2 / 2)
      (fun r => r ^ (l + 1) * Real.exp (-r ^ 2 / 2)) (Ioi 0) := by
  have hexp (x : ℝ) : HasDerivAt (fun r : ℝ => Real.exp (-r ^ 2 / 2))
      (-x * Real.exp (-x ^ 2 / 2)) x := by
    have hsq : HasDerivAt (fun r : ℝ => r ^ 2) (2 * x) x := by
      simpa using hasDerivAt_pow 2 x
    exact (hsq.fun_neg.div_const 2).exp.congr_deriv (by ring)
  have d1 (x : ℝ) : HasDerivAt (fun r : ℝ => r ^ (l + 1) * Real.exp (-r ^ 2 / 2))
      ((((l : ℝ) + 1) * x ^ l - x ^ (l + 2)) * Real.exp (-x ^ 2 / 2)) x := by
    refine ((hasDerivAt_pow (l + 1) x).fun_mul (hexp x)).congr_deriv ?_
    rw [Nat.add_sub_cancel]
    push_cast
    ring
  have hd := funext fun x => (d1 x).deriv
  have d2 (x : ℝ) := (((hasDerivAt_pow l x).const_mul ((l : ℝ) + 1)).fun_sub
    (hasDerivAt_pow (l + 2) x)).fun_mul (hexp x)
  refine ⟨isOpen_Ioi, fun r hr => hr, fun r hr => ?_, fun r _ => (d1 r).differentiableAt,
    fun r _ => ?_, fun r hr => ?_⟩
  · have hr' : 0 < r := hr
    positivity
  · rw [hd]
    exact (d2 r).differentiableAt
  · have hr0 : r ≠ 0 := ne_of_gt hr
    have key : (l : ℝ) * r ^ (l - 1) = l * r ^ l / r := by
      rcases l with _ | n
      · simp
      · rw [Nat.add_sub_cancel, pow_succ]
        field_simp
    rw [hd, (d2 r).deriv, key, show l + 2 - 1 = l + 1 from rfl]

    generalize Real.exp (-r ^ 2 / 2) = e
    push_cast
    field_simp
    ring

end

end TroullierMartinsDerivatives
```

```lean
#print axioms TroullierMartinsDerivatives.fourth_derivative
#print axioms TroullierMartinsDerivatives.matching_iff
```

```
'TroullierMartinsDerivatives.fourth_derivative' depends on axioms: [propext, Classical.choice, Quot.sound]
'TroullierMartinsDerivatives.matching_iff' depends on axioms: [propext, Classical.choice, Quot.sound]
```

## How the proof runs

`hasDerivAt_logFactor` splits the logarithm and differentiates. In `second_derivative`, `hE` is the radial equation solved for $u''$, and `field_simp` and `ring` carry out the cancellation of the $1/r^2$ terms. `third_derivative` and `fourth_derivative` each differentiate the preceding formula. `matching_iff` works upwards through the orders: each equality is rewritten into the next equations, and `linarith` does the subtraction.

`isRadialSolution_witness` supplies an example for every $l$: $u=r^{l+1}e^{-r^2/2}$ has $p=-r^2/2$, and the Riccati form gives $V-E=r^2/2-(l+\tfrac32)$. Lean differentiates $u$ twice and checks the radial equation directly.

## Differentiating an equation that holds nearby

The proof turns on `congr_of_eventuallyEq`. Two functions that agree only at $r$ may have different slopes there; if they agree on a neighbourhood, a derivative of one is a derivative of the other. Since `S` is open, `h.isOpen.mem_nhds hr` provides the neighbourhood, and `filter_upwards` reduces the agreement to the formula already proved at each point `x` of `S`. This is why `fourth_derivative` asks for `V` to be differentiable around `r` and not only at `r`: the formula for $p'''$ must hold around `r` before it can be differentiated. The theorem takes `S` itself as the neighbourhood; a smaller one would do.
